# For polynomial spectral weights of degree at most four, the folded Sommerfeld integral has only $T^2$ and $T^4$ terms

Extrapolating a Fermi-smeared integral to zero electronic temperature is easier when the dependence of its thermal correction on $T$ is known. Let $g$ be the spectral weight, for instance the density of states or its product with the energy. Let $\mu$ be a fixed chemical potential, $T$ the temperature in energy units, and $f(x)=1/(e^x+1)$ the occupation at reduced energy $x$. Electrons excited above $\mu$ minus holes left below it contribute the left-hand side of

$$\int_0^\infty [g(\mu+Tx)-g(\mu-Tx)]\,T f(x)\,dx=\frac{\pi^2}{6}T^2g'(\mu)+\frac{7\pi^4}{360}T^4g'''(\mu),$$

an identity without remainder for every real polynomial $g$ of degree at most 4. For non-interacting electrons with such a weight, the formula gives the $T^2$ and $T^4$ coefficients of the thermal correction at fixed $\mu$, and an exact reference value for a quadrature of the folded integral on the left.

## Fermi moments from Boltzmann factors

For $a>0$ and an integer $n\ge0$, the substitution $t=ax$ gives

$$\int_0^\infty x^n e^{-ax}\,dx=\frac{n!}{a^{n+1}}.$$

For $x>0$, the Bose function is a geometric series:

$$b(x)=\frac1{e^x-1}=\frac{e^{-x}}{1-e^{-x}}=\sum_{m=0}^\infty e^{-(m+1)x}.$$

Write $Z(s)=\sum_{m=0}^\infty (m+1)^{-s}$. For $n\ge1$, the integrals of the non-negative terms $x^ne^{-(m+1)x}$ have the finite sum $n!\,Z(n+1)$, so summation and integration may be exchanged:

$$\int_0^\infty x^n b(x)\,dx=n!\,Z(n+1).$$

Since $e^{2x}-1=(e^x-1)(e^x+1)$,

$$b(x)-2b(2x)=\frac{(e^x+1)-2}{(e^x-1)(e^x+1)}=f(x).$$

Substituting $u=2x$ in the second term multiplies the Bose moment by $2\cdot2^{-(n+1)}=2^{-n}$. Therefore

$$\int_0^\infty x^n f(x)\,dx=n!\,(1-2^{-n})\,Z(n+1).$$

With the known sums $Z(2)=\pi^2/6$ and $Z(4)=\pi^4/90$, the first and third moments are $\pi^2/12$ and $7\pi^4/120$.

## Odd derivatives and the finite sum

If $g$ has degree at most $2N$, its Taylor expansion about $\mu$ is finite. Even powers cancel in the difference and odd powers double:

$$g(\mu+y)-g(\mu-y)=\sum_{k=0}^{N-1}\frac{2g^{(2k+1)}(\mu)}{(2k+1)!}\,y^{2k+1}.$$

Set $y=Tx$, multiply by $Tf(x)$ and integrate. The factorials cancel, leaving

$$\sum_{k=0}^{N-1}2\left(1-2^{-(2k+1)}\right)Z(2k+2)\,T^{2k+2}g^{(2k+1)}(\mu).$$

For $N=2$ the coefficients are $2\cdot\frac12\cdot\frac{\pi^2}{6}=\frac{\pi^2}{6}$ and $2\cdot\frac78\cdot\frac{\pi^4}{90}=\frac{7\pi^4}{360}$.

## The Lean file

```lean
import Mathlib

open MeasureTheory Set
open scoped Real

namespace TerminatingSommerfeld

noncomputable section

/-- The Fermi function at reduced energy `x`, measured from the chemical potential in units
of the temperature. -/
def fermi (x : ℝ) : ℝ := 1 / (Real.exp x + 1)

/-- The Bose function at reduced energy `x ≠ 0`. -/
def bose (x : ℝ) : ℝ := 1 / (Real.exp x - 1)

/-- The zeta sum `1 + 1/2^s + 1/3^s + ...`, for integers `s ≥ 2`. -/
def zetaSum (s : ℕ) : ℝ := ∑' m : ℕ, 1 / ((m : ℝ) + 1) ^ s

/-- The moments of a Boltzmann factor `exp (-a x)` with `a > 0` converge and equal
`n! / a^(n+1)`. -/
theorem boltzmann_moment (n : ℕ) {a : ℝ} (ha : 0 < a) :
    IntegrableOn (fun x : ℝ => x ^ n * Real.exp (-(a * x))) (Ioi 0) ∧
    ∫ x in Ioi (0 : ℝ), x ^ n * Real.exp (-(a * x)) = (n.factorial : ℝ) / a ^ (n + 1) := by
  have hv : ∫ x in Ioi (0 : ℝ), x ^ n * Real.exp (-(a * x))
      = (n.factorial : ℝ) / a ^ (n + 1) := by
    have h := Real.integral_rpow_mul_exp_neg_mul_Ioi (a := (n : ℝ) + 1) (r := a)
      (by positivity) ha
    rw [Real.Gamma_nat_eq_factorial, add_sub_cancel_right] at h
    simp only [Real.rpow_natCast] at h
    have e : (1 / a) ^ ((n : ℝ) + 1) = (1 / a) ^ (n + 1) := by
      exact_mod_cast Real.rpow_natCast (1 / a) (n + 1)
    rw [h, e, div_pow, one_pow]
    ring
  refine ⟨?_, hv⟩
  -- a non-integrable function would have integral zero, but this value is positive
  by_contra h
  have h0 : ∫ x in Ioi (0 : ℝ), x ^ n * Real.exp (-(a * x)) = 0 := integral_undef h
  have hp : 0 < (n.factorial : ℝ) / a ^ (n + 1) := by positivity
  linarith

/-- At positive energy the Bose function is a sum of Boltzmann factors. -/
theorem bose_hasSum {x : ℝ} (hx : 0 < x) :
    HasSum (fun m : ℕ => Real.exp (-(((m : ℝ) + 1) * x))) (bose x) := by
  have h1 : Real.exp (-x) < 1 := Real.exp_lt_one_iff.mpr (by linarith)
  have h2 : 1 < Real.exp x := Real.one_lt_exp_iff.mpr hx
  have ef : (fun m : ℕ => Real.exp (-(((m : ℝ) + 1) * x)))
      = fun m : ℕ => Real.exp (-x) * Real.exp (-x) ^ m := by
    funext m
    rw [← Real.exp_nat_mul, ← Real.exp_add]
    congr 1
    ring
  have e : Real.exp (-x) * Real.exp x = 1 := by
    rw [← Real.exp_add, neg_add_cancel, Real.exp_zero]
  have ev : bose x = Real.exp (-x) * (1 - Real.exp (-x))⁻¹ := by
    rw [bose, ← div_eq_mul_inv, div_eq_div_iff (sub_pos.mpr h2).ne' (sub_pos.mpr h1).ne']
    linear_combination -e
  rw [ef, ev]
  exact (hasSum_geometric_of_lt_one (Real.exp_pos _).le h1).mul_left _

/-- For `n ≥ 1` the `n`-th moment of the Bose function converges and is `n!` times the zeta
sum at `n + 1`. -/
theorem bose_moment (n : ℕ) (hn : 1 ≤ n) :
    IntegrableOn (fun x : ℝ => x ^ n * bose x) (Ioi 0) ∧
    ∫ x in Ioi (0 : ℝ), x ^ n * bose x = (n.factorial : ℝ) * zetaSum (n + 1) := by
  have hm : ∀ m : ℕ, (0 : ℝ) < (m : ℝ) + 1 := fun m => by positivity
  have hz : Summable fun m : ℕ => 1 / ((m : ℝ) + 1) ^ (n + 1) :=
    ((summable_nat_add_iff 1).mpr (Real.summable_one_div_nat_pow.mpr
      (show 1 < n + 1 by omega))).congr fun m => by simp
  have hnorm : ∀ m : ℕ, ∫ x in Ioi (0 : ℝ), ‖x ^ n * Real.exp (-(((m : ℝ) + 1) * x))‖
      = (n.factorial : ℝ) / ((m : ℝ) + 1) ^ (n + 1) := by
    intro m
    rw [← (boltzmann_moment n (hm m)).2]
    refine setIntegral_congr_fun measurableSet_Ioi fun x hx => ?_
    have hx0 : 0 < x := hx
    exact Real.norm_of_nonneg (by positivity)
  -- absolute convergence allows integration term by term
  have key := hasSum_integral_of_summable_integral_norm
    (fun m : ℕ => (boltzmann_moment n (hm m)).1)
    (by simpa only [hnorm, mul_one_div] using hz.mul_left (n.factorial : ℝ))
  have hL : ∀ m : ℕ, ∫ x in Ioi (0 : ℝ), x ^ n * Real.exp (-(((m : ℝ) + 1) * x))
      = (n.factorial : ℝ) * (1 / ((m : ℝ) + 1) ^ (n + 1)) := fun m => by
    rw [(boltzmann_moment n (hm m)).2, mul_one_div]
  have hR : ∫ x in Ioi (0 : ℝ), x ^ n * bose x = ∫ x in Ioi (0 : ℝ),
      ∑' m : ℕ, x ^ n * Real.exp (-(((m : ℝ) + 1) * x)) :=
    setIntegral_congr_fun measurableSet_Ioi fun x hx =>
      ((bose_hasSum hx).mul_left (x ^ n)).tsum_eq.symm
  have hv : ∫ x in Ioi (0 : ℝ), x ^ n * bose x = (n.factorial : ℝ) * zetaSum (n + 1) := by
    rw [hR, ← key.tsum_eq, tsum_congr hL, tsum_mul_left, zetaSum]
  refine ⟨?_, hv⟩
  by_contra h
  have h0 : ∫ x in Ioi (0 : ℝ), x ^ n * bose x = 0 := integral_undef h
  have hpos : 0 < zetaSum (n + 1) :=
    lt_of_lt_of_le (by simp) (hz.sum_le_tsum (Finset.range 1) fun _ _ => by positivity)
  have hp : 0 < (n.factorial : ℝ) * zetaSum (n + 1) := by positivity
  linarith

/-- At positive energy the Fermi function is the Bose function minus twice the Bose function
at doubled energy. -/
theorem fermi_eq_bose {x : ℝ} (hx : 0 < x) : fermi x = bose x - 2 * bose (2 * x) := by
  have h1 : Real.exp x - 1 ≠ 0 := (sub_pos.mpr (Real.one_lt_exp_iff.mpr hx)).ne'
  have h2 : Real.exp x + 1 ≠ 0 := by positivity
  have e : Real.exp (2 * x) - 1 = (Real.exp x - 1) * (Real.exp x + 1) := by
    rw [two_mul, Real.exp_add]
    ring
  rw [fermi, bose, bose, e, mul_one_div, div_sub_div _ _ h1 (mul_ne_zero h1 h2),
    div_eq_div_iff h2 (mul_ne_zero h1 (mul_ne_zero h1 h2))]
  ring

/-- For `n ≥ 1` the `n`-th moment of the Fermi function converges and is
`n! (1 - 1/2^n)` times the zeta sum at `n + 1`. -/
theorem fermi_moment (n : ℕ) (hn : 1 ≤ n) :
    IntegrableOn (fun x : ℝ => x ^ n * fermi x) (Ioi 0) ∧
    ∫ x in Ioi (0 : ℝ), x ^ n * fermi x
      = (n.factorial : ℝ) * ((1 - 1 / 2 ^ n) * zetaSum (n + 1)) := by
  obtain ⟨hi, hv⟩ := bose_moment n hn
  have hi2 : IntegrableOn (fun x : ℝ => (2 * x) ^ n * bose (2 * x)) (Ioi 0) :=
    (integrableOn_Ioi_comp_mul_left_iff (fun x : ℝ => x ^ n * bose x) 0 two_pos).mpr
      (by rwa [mul_zero])
  have hv2 := integral_comp_mul_left_Ioi (fun x : ℝ => x ^ n * bose x) 0
    (two_pos : (0 : ℝ) < 2)
  simp only [mul_zero, smul_eq_mul] at hv2
  have hi3 : IntegrableOn (fun x : ℝ => 2 / 2 ^ n * ((2 * x) ^ n * bose (2 * x))) (Ioi 0) :=
    Integrable.const_mul hi2 _
  have hx : EqOn (fun x : ℝ => x ^ n * fermi x)
      (fun x => x ^ n * bose x - 2 / 2 ^ n * ((2 * x) ^ n * bose (2 * x))) (Ioi 0) := by
    intro x hx
    have c : 2 / (2 : ℝ) ^ n * 2 ^ n = 2 := div_mul_cancel₀ _ (by positivity)
    change x ^ n * fermi x = x ^ n * bose x - 2 / 2 ^ n * ((2 * x) ^ n * bose (2 * x))
    rw [fermi_eq_bose hx, mul_pow]
    linear_combination (x ^ n * bose (2 * x)) * c
  refine ⟨IntegrableOn.congr_fun (Integrable.sub hi hi3) hx.symm measurableSet_Ioi, ?_⟩
  rw [setIntegral_congr_fun measurableSet_Ioi hx, integral_sub hi hi3, integral_const_mul,
    hv2, hv]
  ring

/-- The zeta sums at 2 and 4 are `π²/6` and `π⁴/90`. -/
theorem zeta_values : zetaSum 2 = π ^ 2 / 6 ∧ zetaSum 4 = π ^ 4 / 90 := by
  constructor
  · simpa [zetaSum] using ((hasSum_nat_add_iff' 1).mpr hasSum_zeta_two).tsum_eq
  · simpa [zetaSum] using ((hasSum_nat_add_iff' 1).mpr hasSum_zeta_four).tsum_eq

/-- The first and third moments of the Fermi function are `π²/12` and `7π⁴/120`. -/
theorem fermi_moments_one_three :
    ∫ x in Ioi (0 : ℝ), x * fermi x = π ^ 2 / 12 ∧
    ∫ x in Ioi (0 : ℝ), x ^ 3 * fermi x = 7 * π ^ 4 / 120 := by
  constructor
  · have h := (fermi_moment 1 le_rfl).2
    simp only [pow_one, Nat.factorial_one, Nat.cast_one, one_mul] at h
    rw [h, show 1 + 1 = 2 from rfl, zeta_values.1]
    ring
  · have h6 : (Nat.factorial 3 : ℝ) = 6 := by norm_num [Nat.factorial]
    rw [(fermi_moment 3 (by norm_num)).2, h6, show 3 + 1 = 4 from rfl, zeta_values.2]
    ring

/-- The difference of a polynomial at equal distances above and below `μ` contains only its
odd derivatives at `μ`. -/
theorem odd_taylor (g : Polynomial ℝ) (N : ℕ) (hg : g.natDegree ≤ 2 * N) (μ y : ℝ) :
    g.eval (μ + y) - g.eval (μ - y) = ∑ k ∈ Finset.range N,
      2 * ((Polynomial.derivative^[2 * k + 1] g).eval μ / ((2 * k + 1).factorial : ℝ))
        * y ^ (2 * k + 1) := by
  have ht : ∀ z : ℝ, g.eval (μ + z) = ∑ j ∈ Finset.range (2 * N + 1),
      (Polynomial.derivative^[j] g).eval μ / (j.factorial : ℝ) * z ^ j := by
    intro z
    rw [add_comm μ z, ← Polynomial.taylor_eval μ g z,
      Polynomial.eval_eq_sum_range' (n := 2 * N + 1)
        (by rw [Polynomial.natDegree_taylor]; omega)]
    refine Finset.sum_congr rfl fun j _ => ?_
    have hj : (j.factorial : ℝ) ≠ 0 := by positivity
    have hd : (Polynomial.derivative^[j] g).eval μ
        = (j.factorial : ℝ) * (Polynomial.hasseDeriv j g).eval μ := by
      rw [← Polynomial.factorial_smul_hasseDeriv, LinearMap.smul_apply, nsmul_eq_mul,
        Polynomial.eval_mul, Polynomial.eval_natCast]
    rw [Polynomial.taylor_coeff, hd, mul_div_cancel_left₀ _ hj]
  -- even powers cancel and odd powers double
  have hodd : ∀ (c : ℕ → ℝ) (M : ℕ),
      ∑ j ∈ Finset.range (2 * M + 1), c j * (y ^ j - (-y) ^ j)
      = ∑ k ∈ Finset.range M, 2 * c (2 * k + 1) * y ^ (2 * k + 1) := by
    intro c M
    induction M with
    | zero => simp
    | succ M ih =>
      have ho : (-y) ^ (2 * M + 1) = -y ^ (2 * M + 1) := Odd.neg_pow ⟨M, rfl⟩ y
      have he : (-y) ^ (2 * M + 1 + 1) = y ^ (2 * M + 1 + 1) :=
        Even.neg_pow ⟨M + 1, by ring⟩ y
      rw [show 2 * (M + 1) + 1 = 2 * M + 1 + 1 + 1 by ring,
        Finset.sum_range_succ _ (2 * M + 1 + 1), Finset.sum_range_succ _ (2 * M + 1), ih,
        Finset.sum_range_succ _ M, ho, he]
      ring
  rw [sub_eq_add_neg μ y, ht y, ht (-y), ← Finset.sum_sub_distrib,
    ← hodd (fun j => (Polynomial.derivative^[j] g).eval μ / (j.factorial : ℝ)) N]
  exact Finset.sum_congr rfl fun j _ => by ring

/-- For a polynomial of degree at most `2N`, the folded Fermi integral is a sum of `N` terms, each a
constant times an even power of `T` times an odd derivative at `μ`. -/
theorem sommerfeld_polynomial (g : Polynomial ℝ) (N : ℕ) (hg : g.natDegree ≤ 2 * N)
    (μ T : ℝ) :
    ∫ x in Ioi (0 : ℝ), (g.eval (μ + T * x) - g.eval (μ - T * x)) * T * fermi x
      = ∑ k ∈ Finset.range N, 2 * (1 - 1 / 2 ^ (2 * k + 1)) * zetaSum (2 * k + 2)
          * T ^ (2 * k + 2) * (Polynomial.derivative^[2 * k + 1] g).eval μ := by
  have hx : ∀ x : ℝ, (g.eval (μ + T * x) - g.eval (μ - T * x)) * T * fermi x
      = ∑ k ∈ Finset.range N, (2 * T ^ (2 * k + 2)
          * ((Polynomial.derivative^[2 * k + 1] g).eval μ / ((2 * k + 1).factorial : ℝ)))
          * (x ^ (2 * k + 1) * fermi x) := by
    intro x
    rw [odd_taylor g N hg, Finset.sum_mul, Finset.sum_mul]
    exact Finset.sum_congr rfl fun k _ => by ring
  simp only [hx]
  rw [integral_finsetSum _ fun k _ =>
    Integrable.const_mul (fermi_moment (2 * k + 1) (by omega)).1 _]
  refine Finset.sum_congr rfl fun k _ => ?_
  have c : (Polynomial.derivative^[2 * k + 1] g).eval μ / ((2 * k + 1).factorial : ℝ)
      * ((2 * k + 1).factorial : ℝ) = (Polynomial.derivative^[2 * k + 1] g).eval μ :=
    div_mul_cancel₀ _ (by positivity)
  rw [integral_const_mul, (fermi_moment (2 * k + 1) (by omega)).2,
    show 2 * k + 1 + 1 = 2 * k + 2 from rfl]
  linear_combination
    (2 * T ^ (2 * k + 2) * (1 - 1 / 2 ^ (2 * k + 1)) * zetaSum (2 * k + 2)) * c

/-- For a polynomial of degree at most four the folded Fermi integral is exactly `(π²/6) T² g'(μ) +
(7π⁴/360) T⁴ g'''(μ)`. -/
theorem sommerfeld_quartic (g : Polynomial ℝ) (hg : g.natDegree ≤ 4) (μ T : ℝ) :
    ∫ x in Ioi (0 : ℝ), (g.eval (μ + T * x) - g.eval (μ - T * x)) * T * fermi x
      = π ^ 2 / 6 * T ^ 2 * (Polynomial.derivative g).eval μ
        + 7 * π ^ 4 / 360 * T ^ 4 * (Polynomial.derivative^[3] g).eval μ := by
  rw [sommerfeld_polynomial g 2 (by omega), Finset.sum_range_succ, Finset.sum_range_one]
  change 2 * (1 - 1 / 2 ^ 1) * zetaSum 2 * T ^ 2 * (Polynomial.derivative g).eval μ
    + 2 * (1 - 1 / 2 ^ 3) * zetaSum 4 * T ^ 4 * (Polynomial.derivative^[3] g).eval μ = _
  rw [zeta_values.1, zeta_values.2]
  ring

end

end TerminatingSommerfeld
```

```lean
#print axioms TerminatingSommerfeld.fermi_moments_one_three
#print axioms TerminatingSommerfeld.sommerfeld_polynomial
#print axioms TerminatingSommerfeld.sommerfeld_quartic
```

```
'TerminatingSommerfeld.fermi_moments_one_three' depends on axioms: [propext, Classical.choice, Quot.sound]
'TerminatingSommerfeld.sommerfeld_polynomial' depends on axioms: [propext, Classical.choice, Quot.sound]
'TerminatingSommerfeld.sommerfeld_quartic' depends on axioms: [propext, Classical.choice, Quot.sound]
```

## How the Lean proof follows the calculation

`boltzmann_moment` obtains its value from Mathlib's Gamma integral. Lean assigns zero to the integral of a non-integrable function, so the positive value also proves convergence; `bose_moment` uses the same argument. `bose_hasSum` supplies the geometric series, and `hasSum_integral_of_summable_integral_norm` justifies the exchange.

`fermi_eq_bose` is the doubling identity, which `fermi_moment` combines with the change of variable. `zeta_values` takes the two sums from Mathlib, and `fermi_moments_one_three` inserts them.

In `odd_taylor`, an induction adds one odd and one even power at a time. `sommerfeld_polynomial` then integrates the finite sum term by term, using the convergence of each moment, and `sommerfeld_quartic` sets $N=2$.

## Exact for polynomials at fixed chemical potential

In `sommerfeld_quartic`, `g : Polynomial ℝ` is the spectral weight and `g.natDegree ≤ 4` is the only hypothesis. `Ioi 0` is the range $x>0$, `fermi` is $f$, and `Polynomial.derivative^[3] g` is the third derivative. Both `μ` and `T` are arbitrary reals; the physical case is $T>0$.

The Sommerfeld expansion is normally applied to smooth weights, where truncation generally leaves a remainder. These theorems cover polynomials and give no remainder estimate for other weights. The polynomial also extends to all energies below $\mu$, so there is no band edge; for nonzero $g$ the full integral of $g$ times the occupation diverges, whereas the folded integral is finite. Nor is $\mu$ adjusted to conserve the electron number: if it is, any shift of $\mu$ with $T$ has to be accounted for separately. The theorems also say nothing about floating-point or quadrature errors in a numerical evaluation.
